# Two unsharp qubit effects can be jointly measurable without commuting

The theorem `unsharp_jointlyMeasurable_not_commute` concerns two yes-no tests on a qubit, with yes-effects P = ½·1 + ¼(σz + σx) and F = ½·1 + ¼(σz − σx), written as explicit 2×2 complex matrices. It states that they are jointly measurable, meaning that there are four positive semidefinite matrices summing to the identity with E11 + E10 = P and E11 + E01 = F, and that nevertheless PF ≠ FP. The attempt takes as the four outcomes one half of the projectors onto the normalised states |0⟩, |+⟩, |−⟩ and |1⟩, in that order. It proves each positive by writing it as `Bᴴ * B` for an explicit `B`, and checks all seven matrix identities entry by entry. Non-commutation is read off from the (0,1) entries of the two products, which are −1/8 and +1/8.

Lean 4 with Mathlib refuses this proof:

```lean
import Mathlib

open Matrix
open scoped ComplexOrder

namespace SharpJointMeasurement

variable {n : Type*} [Fintype n] [DecidableEq n]

/-- A four-outcome observable `E11, E10, E01, E00` (positive operators summing to the identity)
whose first yes-effect is `P = E11 + E10` and whose second yes-effect is `F = E11 + E01`. -/
structure IsJointObservable (E11 E10 E01 E00 P F : Matrix n n ℂ) : Prop where
  pos11 : E11.PosSemidef
  pos10 : E10.PosSemidef
  pos01 : E01.PosSemidef
  pos00 : E00.PosSemidef
  total : E11 + E10 + E01 + E00 = 1
  first : E11 + E10 = P
  second : E11 + E01 = F

/-- Two yes-no tests with yes-effects `P` and `F` are jointly measurable if they are the two
marginals of one four-outcome observable. -/
def JointlyMeasurable (P F : Matrix n n ℂ) : Prop :=
  ∃ E11 E10 E01 E00, IsJointObservable E11 E10 E01 E00 P F

/-- Two qubit effects that are jointly measurable but do not commute. -/
theorem unsharp_jointlyMeasurable_not_commute :
    JointlyMeasurable !![3/4, 1/4; 1/4, 1/4] !![3/4, -1/4; -1/4, 1/4] ∧
    (!![3/4, 1/4; 1/4, 1/4] : Matrix (Fin 2) (Fin 2) ℂ) * !![3/4, -1/4; -1/4, 1/4] ≠
      !![3/4, -1/4; -1/4, 1/4] * !![3/4, 1/4; 1/4, 1/4] := by
  have psd : ∀ A B : Matrix (Fin 2) (Fin 2) ℂ, A = Bᴴ * B → A.PosSemidef := by
    intro A B h
    rw [h]
    exact posSemidef_conjTranspose_mul_self B
  constructor
  · -- half-weighted projectors onto the z and x eigenvectors
    refine ⟨!![1/2, 0; 0, 0], !![1/4, 1/4; 1/4, 1/4], !![1/4, -1/4; -1/4, 1/4],
      !![0, 0; 0, 1/2], psd _ !![1/2, 0; 1/2, 0] ?_, psd _ !![1/2, 1/2; 0, 0] ?_,
      psd _ !![1/2, -1/2; 0, 0] ?_, psd _ !![0, 1/2; 0, 1/2] ?_, ?_, ?_, ?_⟩
    all_goals
      ext i j
      fin_cases i <;> fin_cases j <;> simp [Matrix.mul_apply, Fin.sum_univ_succ] <;>
        norm_num [Complex.ext_iff]
  · intro h
    have h01 := congrFun (congrFun h 0) 1
    norm_num [Matrix.mul_apply, Fin.sum_univ_two] at h01

end SharpJointMeasurement
```

Compiling this gives:

```
Main.lean:36:2: error: unsolved goals
case left.refine_3.«1».«0»
psd : ∀ (A B : Matrix (Fin 2) (Fin 2) ℂ), A = Bᴴ * B → A.PosSemidef
⊢ -(1 / 4) = (-1 / (starRingEnd ℂ) 2).re * (1 / 2) ∧ (-1 / (starRingEnd ℂ) 2).im = 0

case left.refine_3.«1».«1»
psd : ∀ (A B : Matrix (Fin 2) (Fin 2) ℂ), A = Bᴴ * B → A.PosSemidef
⊢ 1 / 4 = -((-1 / (starRingEnd ℂ) 2).re * (1 / 2)) ∧ (-1 / (starRingEnd ℂ) 2).im = 0
```

The repair, with which the file compiles:

```diff
@@ -40,5 +40,5 @@
     all_goals
       ext i j
-      fin_cases i <;> fin_cases j <;> simp [Matrix.mul_apply, Fin.sum_univ_succ] <;>
+      fin_cases i <;> fin_cases j <;> simp [Matrix.mul_apply, Fin.sum_univ_succ, map_ofNat] <;>
         norm_num [Complex.ext_iff]
   · intro h
```

Diagnosis. The single message lists two open goals, both in `refine_3`, the factorisation of E01 with `B = !![1/2, -1/2; 0, 0]`, at entries (1,0) and (1,1). In row 1 of the product, the conjugate transpose contributes the complex conjugate of `-1/2`. The simplification pushes the conjugation through the quotient but stops at the denominator, leaving `-1 / (starRingEnd ℂ) 2`. Then `norm_num [Complex.ext_iff]` splits each equation into real and imaginary parts. It leaves `.re` and `.im` of this quotient unevaluated, since the denominator is the ring homomorphism `starRingEnd ℂ` applied to a numeral and not itself a numeral. Both goals are true: the quotient equals −1/2, with real part −1/2 and imaginary part 0.

The diff adds `map_ofNat` to the `simp` call. This lemma says that a ring homomorphism sends a numeral literal such as `2` to the same numeral, so `(starRingEnd ℂ) 2` is rewritten to `2`. The two entries become equations between numerals in ℂ, namely −1/4 = (−1/2)(1/2) and 1/4 = (−1/2)(−1/2), which are closed by arithmetic. The statement and the chosen matrices are unchanged.
